# Averaged over all offsets, the grid energy of a continuous periodic function equals its exact integral

When an energy is computed by sampling a function on a real-space grid, the result can depend on how the function sits relative to the grid points, which is known as the egg-box effect. The theorem `offsetMean_eggBox` treats a one-dimensional model: `f` is a continuous real function of period 1, and its grid energy at offset `s` is the average of `f (j/N - s)` over the `N ≥ 1` grid points `j/N` of the unit cell. It states that the mean of this grid energy over all offsets `s` from 0 to 1 is exactly the integral of `f` over the cell. The proof exchanges the integral with the finite sum, then uses a change of variable and periodicity to show that each of the `N` terms integrates to that same value.

The failing Lean file:

```lean
import Mathlib

open MeasureTheory
open scoped Real

namespace OffsetMeanEggBox

noncomputable section

/-- Grid energy of `f` at offset `s`: the average of `f (j/N - s)` over the `N` grid points
`j/N` of the unit cell, for `N ≥ 1`. -/
def eggBox (N : ℕ) (f : ℝ → ℝ) (s : ℝ) : ℝ :=
  (1 / (N : ℝ)) * ∑ j ∈ Finset.range N, f ((j : ℝ) / N - s)

/-- Average of a continuous function of the offset over the unit cell. -/
def offsetMean (g : ℝ → ℝ) : ℝ := ∫ s in (0 : ℝ)..1, g s

/-- For continuous `f` of period 1 and `N ≥ 1`, the grid energy averaged over all offsets is the
exact integral of `f` over the unit cell. -/
theorem offsetMean_eggBox {N : ℕ} (hN : 0 < N) {f : ℝ → ℝ} (hc : Continuous f)
    (hper : Function.Periodic f 1) :
    offsetMean (eggBox N f) = ∫ x in (0 : ℝ)..1, f x := by
  have hN0 : (N : ℝ) ≠ 0 := by exact_mod_cast hN.ne'
  have h : ∀ j ∈ Finset.range N,
      ∫ s in (0 : ℝ)..1, f ((j : ℝ) / N - s) = ∫ x in (0 : ℝ)..1, f x := by
    intro j _
    have h1 := hper.intervalIntegral_add_eq ((j : ℝ) / N - 1) 0
    rw [zero_add, sub_add_cancel] at h1
    rw [intervalIntegral.integral_comp_sub_left f, sub_zero, h1]
  unfold offsetMean eggBox
  rw [intervalIntegral.integral_const_mul, intervalIntegral.integral_finset_sum
    (fun j _ => (hc.comp (continuous_const.sub continuous_id)).intervalIntegrable _ _),
    Finset.sum_congr rfl h, Finset.sum_const, Finset.card_range, nsmul_eq_mul, ← mul_assoc,
    one_div_mul_cancel hN0, one_mul]

end

end OffsetMeanEggBox
```

Lean reports:

```
Main.lean:31:43: warning: `intervalIntegral.integral_finset_sum` has been deprecated: Use `intervalIntegral.integral_finsetSum` instead
Main.lean:31:43: error: Tactic `rewrite` failed: Did not find an occurrence of the pattern
  ∫ (x : ℝ) in ?m.179..?m.180, ∑ i ∈ ?m.142, (f ∘ ((fun x => ?m.177 i) - id)) x ∂?m.178
in the target expression
  1 / ↑N * ∫ (x : ℝ) in 0..1, ∑ j ∈ Finset.range N, f (↑j / ↑N - x) = ∫ (x : ℝ) in 0..1, f x

N : ℕ
hN : 0 < N
f : ℝ → ℝ
hc : Continuous f
hper : Function.Periodic f 1
hN0 : ↑N ≠ 0
h : ∀ j ∈ Finset.range N, ∫ (s : ℝ) in 0..1, f (↑j / ↑N - s) = ∫ (x : ℝ) in 0..1, f x
⊢ 1 / ↑N * ∫ (x : ℝ) in 0..1, ∑ j ∈ Finset.range N, f (↑j / ↑N - x) = ∫ (x : ℝ) in 0..1, f x
```

Cause. The error arises where the integral is to be moved inside the sum. The lemma for this needs a proof that each term is integrable, and `rw` took the shape of the integrand from the proof supplied. That proof was built with `hc.comp` and `continuous_const.sub continuous_id`, so the pattern contained `f ∘ ((fun x => ?m.177 i) - id)`, a composition with a difference of functions. The goal has `f (↑j / ↑N - x)`. With the constant filled in, the two agree once the definitions are unfolded, but `rw` does not unfold that far when matching, and it found no occurrence.

The repair first states integrability as `hi`, with the integrand written as it is in the goal, and leaves the continuity to `fun_prop`. Given `hi`, the lemma yields a pattern that matches.

The warning is a separate matter: `intervalIntegral.integral_finset_sum` is a deprecated name, and the change to `intervalIntegral.integral_finsetSum` removes the warning but does not cure the error.

Fix (accepted with no message):

```diff
@@ -28,7 +28,9 @@
     rw [zero_add, sub_add_cancel] at h1
     rw [intervalIntegral.integral_comp_sub_left f, sub_zero, h1]
+  have hi : ∀ j ∈ Finset.range N,
+      IntervalIntegrable (fun s : ℝ => f ((j : ℝ) / N - s)) volume 0 1 :=
+    fun j _ => Continuous.intervalIntegrable (by fun_prop) _ _
   unfold offsetMean eggBox
-  rw [intervalIntegral.integral_const_mul, intervalIntegral.integral_finset_sum
-    (fun j _ => (hc.comp (continuous_const.sub continuous_id)).intervalIntegrable _ _),
+  rw [intervalIntegral.integral_const_mul, intervalIntegral.integral_finsetSum hi,
     Finset.sum_congr rfl h, Finset.sum_const, Finset.card_range, nsmul_eq_mul, ← mul_assoc,
     one_div_mul_cancel hN0, one_mul]
```
